# Fourier sum of the half-filled cosine band on a ring of 4m + 2 sites

Take non-interacting spinless fermions on a ring of L = 4m + 2 sites with Hamiltonian −Σ_j (c†_{j+1} c_j + h.c.), site indices taken modulo L. The band energy is −2 cos q at the momenta q = 2πn/L, and at zero temperature with chemical potential zero a momentum is occupied, with weight one, exactly when its energy is negative. The theorem `occupation_sum` takes the sum of occupation times cos(rq) over the L momenta, for a natural number r, and states that sin(πr/L) times this sum equals sin(πr/2). The sum carries no factor 1/L. The attempt first cuts the sum down to the 2m + 1 occupied momenta, then applies the closed form `momentum_sum`, in which both sines on the right become sin(πr/2).

In Lean, a first try:

```lean
import Mathlib

open Matrix
open scoped Real

namespace OccupationSum

noncomputable section

/-- Zero-temperature occupation with the chemical potential at zero:
one for negative energy, zero otherwise. -/
def occupation (e : ℝ) : ℝ := if e < 0 then 1 else 0

/-- The crystal momentum `2πn/L` on a ring of `L ≠ 0` sites. -/
def momentum (L : ℕ) (n : ℤ) : ℝ := 2 * π * n / L

/-- The band energy `-2 cos q` at momentum `q = 2πn/L`, for `L ≠ 0`. -/
def bandEnergy (L : ℕ) (n : ℤ) : ℝ := -2 * Real.cos (momentum L n)

/-- Closed form of `2 sin (πs/L)` times the sum of `cos (s q)` over `N` consecutive momenta,
starting at `-2πm/L`. -/
theorem momentum_sum (L m s N : ℕ) :
    2 * Real.sin (π * s / L) *
        ∑ k ∈ Finset.range N, Real.cos (s * momentum L ((k : ℤ) - m))
      = Real.sin ((N - m - 1 / 2) * (2 * π * s / L))
        + Real.sin ((m + 1 / 2) * (2 * π * s / L)) := by
  have phase : ∀ k : ℕ, (s : ℝ) * momentum L ((k : ℤ) - m)
      = ((k : ℝ) - m) * (2 * π * s / L) := by
    intro k
    unfold momentum
    push_cast
    ring
  have ha : π * s / L = (2 * π * s / L) / 2 := by ring
  simp only [phase]
  rw [ha]
  generalize 2 * π * (s : ℝ) / L = a
  induction N with
  | zero =>
    have h : (((0 : ℕ) : ℝ) - m - 1 / 2) * a = -((m + 1 / 2) * a) := by
      push_cast
      ring
    rw [h, Real.sin_neg, Finset.sum_range_zero]
    ring
  | succ N ih =>
    -- each term is a difference of two sines
    have h1 : (((N + 1 : ℕ) : ℝ) - m - 1 / 2) * a = ((N : ℝ) - m) * a + a / 2 := by
      push_cast
      ring
    have h2 : ((N : ℝ) - m - 1 / 2) * a = ((N : ℝ) - m) * a - a / 2 := by ring
    rw [Finset.sum_range_succ, mul_add, ih, h1, h2, Real.sin_add, Real.sin_sub]
    ring

/-- For `L = 4m+2`, the band energies at momenta `2π(k-m)/L` are negative for `k ≤ 2m`
and positive for `2m < k < L`. -/
theorem bandEnergy_sign (L m k : ℕ) (hL : L = 4 * m + 2) :
    (k ≤ 2 * m → bandEnergy L ((k : ℤ) - m) < 0) ∧
      (2 * m < k → k < L → 0 < bandEnergy L ((k : ℤ) - m)) := by
  have hLR : (L : ℝ) = 4 * m + 2 := by exact_mod_cast hL
  have hpos : (0 : ℝ) < L := by rw [hLR]; positivity
  simp only [bandEnergy, momentum, Int.cast_sub, Int.cast_natCast]
  constructor
  · intro hk
    have hk' : (k : ℝ) ≤ 2 * m := by exact_mod_cast hk
    have hk0 : (0 : ℝ) ≤ k := Nat.cast_nonneg k
    have hc : 0 < Real.cos (2 * π * ((k : ℝ) - m) / L) := by
      apply Real.cos_pos_of_mem_Ioo
      constructor
      · rw [lt_div_iff₀ hpos, hLR]
        nlinarith [mul_pos Real.pi_pos (by linarith : (0 : ℝ) < 2 * k + 1)]
      · rw [div_lt_iff₀ hpos, hLR]
        nlinarith [mul_pos Real.pi_pos (by linarith : (0 : ℝ) < 4 * m + 1 - 2 * k)]
    linarith
  · intro hk hkL
    have hk1 : 2 * (m : ℝ) + 1 ≤ k := by exact_mod_cast hk
    have hk2 : (k : ℝ) ≤ 4 * m + 1 := by exact_mod_cast (by omega : k ≤ 4 * m + 1)
    have hc : Real.cos (2 * π * ((k : ℝ) - m) / L) < 0 := by
      apply Real.cos_neg_of_pi_div_two_lt_of_lt
      · rw [lt_div_iff₀ hpos, hLR]
        nlinarith [mul_pos Real.pi_pos (by linarith : (0 : ℝ) < 2 * k - 4 * m - 1)]
      · rw [div_lt_iff₀ hpos, hLR]
        nlinarith [mul_pos Real.pi_pos (by linarith : (0 : ℝ) < 8 * m + 3 - 2 * k)]
    linarith

/-- For `L = 4m+2`, the Fourier sum of the occupation at distance `r`, multiplied by
`sin (πr/L)`, equals `sin (πr/2)`. -/
theorem occupation_sum (L m r : ℕ) (hL : L = 4 * m + 2) :
    Real.sin (π * r / L) * ∑ k ∈ Finset.range L,
        occupation (bandEnergy L ((k : ℤ) - m)) * Real.cos (r * momentum L ((k : ℤ) - m))
      = Real.sin (π * r / 2) := by
  -- only the first `2m+1` momenta are occupied
  have h1 : ∑ k ∈ Finset.range L,
        occupation (bandEnergy L ((k : ℤ) - m)) * Real.cos (r * momentum L ((k : ℤ) - m))
      = ∑ k ∈ Finset.range (2 * m + 1), Real.cos (r * momentum L ((k : ℤ) - m)) := by
    symm
    rw [← Finset.sum_subset (s₁ := Finset.range (2 * m + 1))]
    · apply Finset.sum_congr rfl
      intro k hk
      rw [Finset.mem_range] at hk
      rw [occupation, if_pos ((bandEnergy_sign L m k hL).1 (by omega)), one_mul]
    · intro k hk
      rw [Finset.mem_range] at hk ⊢
      omega
    · intro k hk hk'
      rw [Finset.mem_range] at hk hk'
      rw [occupation, if_neg (not_lt_of_ge
        ((bandEnergy_sign L m k hL).2 (by omega) hk).le), zero_mul]
  have hLR : (L : ℝ) = 4 * m + 2 := by exact_mod_cast hL
  have hne : (4 * (m : ℝ) + 2) ≠ 0 := by positivity
  have h := momentum_sum L m r (2 * m + 1)
  have e1 : ((m : ℝ) + 1 / 2) * (2 * π * r / L) = π * r / 2 := by
    rw [hLR, mul_div_assoc', div_eq_div_iff hne two_ne_zero]
    ring
  have e2 : (((2 * m + 1 : ℕ) : ℝ) - m - 1 / 2) * (2 * π * r / L) = π * r / 2 := by
    rw [← e1]
    push_cast
    ring
  rw [e1, e2] at h
  rw [h1]
  linarith

end

end OccupationSum
```

The error:

```
Main.lean:96:6: error: Tactic `apply` failed: could not unify the conclusion of `Finset.sum_congr rfl`
  Finset.sum ?m.141 ?m.138 = Finset.sum ?m.141 ?m.139
with the goal
  ∑ x ∈ Finset.range (2 * m + 1), Real.cos (↑r * momentum L (↑x - ↑m)) =
    ∑ k ∈ Finset.range L, occupation (bandEnergy L (↑k - ↑m)) * Real.cos (↑r * momentum L (↑k - ↑m))

Note: The full type of `Finset.sum_congr rfl` is
  (∀ x ∈ ?m.141, ?m.138 x = ?m.139 x) → Finset.sum ?m.141 ?m.138 = Finset.sum ?m.141 ?m.139

L m r : ℕ
hL : L = 4 * m + 2
⊢ ∑ x ∈ Finset.range (2 * m + 1), Real.cos (↑r * momentum L (↑x - ↑m)) =
    ∑ k ∈ Finset.range L, occupation (bandEnergy L (↑k - ↑m)) * Real.cos (↑r * momentum L (↑k - ↑m))
Main.lean:105:10: error: Failed to rewrite using equation theorems for `occupation`
```

Cause. Both errors come from one rewrite that hit the wrong sum. Read backwards, `Finset.sum_subset` turns a sum over a larger set into one over a smaller set. The attempt fixed only the smaller set, `s₁`, so the larger set and the summand were left to matching. After `symm` the cosine sum over `Finset.range (2 * m + 1)` stood on the left, and the rewrite matched that, replacing it by a sum over the same set.

The sum over `Finset.range L` was therefore untouched, and `Finset.sum_congr rfl`, which needs the same index set on both sides, could not apply. The side goal about vanishing terms now concerned the bare cosine, so `rw [occupation]` found no `occupation` to unfold.

In the repair, `hsub` fixes both sets, so the rewrite can only match the sum over `Finset.range L`, and its vanishing terms contain `occupation` again. `Finset.sum_congr rfl h1` then compares two sums over the same smaller set. Working directly on the main goal, with `h1` restated term by term, is tidying; the final `rw [h1]` goes because that step is already done.

After these edits no error is left:

```diff
@@ -88,21 +88,20 @@
         occupation (bandEnergy L ((k : ℤ) - m)) * Real.cos (r * momentum L ((k : ℤ) - m))
       = Real.sin (π * r / 2) := by
+  have hsub : Finset.range (2 * m + 1) ⊆ Finset.range L := by
+    intro k hk
+    rw [Finset.mem_range] at hk ⊢
+    omega
   -- only the first `2m+1` momenta are occupied
-  have h1 : ∑ k ∈ Finset.range L,
-        occupation (bandEnergy L ((k : ℤ) - m)) * Real.cos (r * momentum L ((k : ℤ) - m))
-      = ∑ k ∈ Finset.range (2 * m + 1), Real.cos (r * momentum L ((k : ℤ) - m)) := by
-    symm
-    rw [← Finset.sum_subset (s₁ := Finset.range (2 * m + 1))]
-    · apply Finset.sum_congr rfl
-      intro k hk
-      rw [Finset.mem_range] at hk
-      rw [occupation, if_pos ((bandEnergy_sign L m k hL).1 (by omega)), one_mul]
-    · intro k hk
-      rw [Finset.mem_range] at hk ⊢
-      omega
-    · intro k hk hk'
-      rw [Finset.mem_range] at hk hk'
-      rw [occupation, if_neg (not_lt_of_ge
-        ((bandEnergy_sign L m k hL).2 (by omega) hk).le), zero_mul]
+  rw [← Finset.sum_subset hsub (fun k hk hk' => by
+    rw [Finset.mem_range] at hk hk'
+    rw [occupation, if_neg (not_lt_of_ge
+      ((bandEnergy_sign L m k hL).2 (by omega) hk).le), zero_mul])]
+  have h1 : ∀ k ∈ Finset.range (2 * m + 1),
+      occupation (bandEnergy L ((k : ℤ) - m)) * Real.cos (r * momentum L ((k : ℤ) - m))
+        = Real.cos (r * momentum L ((k : ℤ) - m)) := by
+    intro k hk
+    rw [Finset.mem_range] at hk
+    rw [occupation, if_pos ((bandEnergy_sign L m k hL).1 (by omega)), one_mul]
+  rw [Finset.sum_congr rfl h1]
   have hLR : (L : ℝ) = 4 * m + 2 := by exact_mod_cast hL
   have hne : (4 * (m : ℝ) + 2) ≠ 0 := by positivity
@@ -116,5 +115,4 @@
     ring
   rw [e1, e2] at h
-  rw [h1]
   linarith
 
```
